# The partition function of a single quantum harmonic oscillator as a geometric series

A single harmonic oscillator has the levels n + 1/2 in units of its quantum, for n = 0, 1, 2 and so on. With x > 0 the quantum divided by the thermal energy, the declaration says that the Boltzmann factors exp(−x(n + 1/2)) have the sum 1/(2 sinh(x/2)). As a `HasSum` statement, it asserts convergence as well as the value. The attempt takes the geometric series of ratio exp(−x), multiplies it by the zero-point factor exp(−x/2), and then tries to match the terms and the sum with those in the statement.

In Lean, a first try:

```lean
import Mathlib

open Real

namespace HasSumOscillator

noncomputable section

/-- The Boltzmann sum of one oscillator, where `x > 0` is its quantum divided by the
thermal energy. -/
theorem hasSum_oscillator {x : ℝ} (hx : 0 < x) :
    HasSum (fun n : ℕ => exp (-(x * (n + 1 / 2)))) (1 / (2 * sinh (x / 2))) := by
  have hr : exp (-x) < 1 := Real.exp_lt_one (by linarith)
  have h := (hasSum_geometric_of_lt_one (exp_pos (-x)).le hr).mul_left (exp (-(x / 2)))
  convert h using 1
  · funext n
    rw [← Real.exp_nat_mul, ← Real.exp_add]
    congr 1
    ring
  · have hs : 0 < sinh (x / 2) := Real.sinh_pos_iff.2 (by linarith)
    have e1 : exp (x / 2) * exp (-(x / 2)) = 1 := by
      rw [← Real.exp_add, add_neg_cancel, Real.exp_zero]
    have e2 : exp (-x) = exp (-(x / 2)) * exp (-(x / 2)) := by
      rw [← Real.exp_add]
      congr 1
      ring
    rw [← div_eq_mul_inv, div_eq_div_iff (by positivity) (by linarith), Real.sinh_eq, e2]
    linear_combination -e1

end

end HasSumOscillator
```

The error:

```
Main.lean:13:28: error(lean.unknownIdentifier): Unknown constant `Real.exp_lt_one`
Main.lean:16:4: error: Tactic `apply` failed: could not unify the conclusion of `@funext`
  ?f = ?g
with the goal
  instAddCommMonoid =
    CommRing.toNonUnitalCommRing.toNonUnitalNonAssocCommRing.toNonUnitalNonAssocSemiring.toAddCommMonoid

Note: The full type of `@funext` is
  ∀ {α : Sort ?u.58} {β : α → Sort ?u.57} {f g : (x : α) → β x}, (∀ (x : α), f x = g x) → f = g

case e'_3
x : ℝ
hx : 0 < x
hr : rexp (-x) < 1
h : HasSum (fun i => rexp (-(x / 2)) * rexp (-x) ^ i) (rexp (-(x / 2)) * (1 - rexp (-x))⁻¹)
⊢ instAddCommMonoid =
    CommRing.toNonUnitalCommRing.toNonUnitalNonAssocCommRing.toNonUnitalNonAssocSemiring.toAddCommMonoid
Main.lean:27:8: error: Tactic `rewrite` failed: Did not find an occurrence of the pattern
  ?a * ?b⁻¹
in the target expression
  (fun n => rexp (-(x * (↑n + 1 / 2)))) = fun i => rexp (-(x / 2)) * rexp (-x) ^ i

case e'_5
x : ℝ
hx : 0 < x
hr : rexp (-x) < 1
h : HasSum (fun i => rexp (-(x / 2)) * rexp (-x) ^ i) (rexp (-(x / 2)) * (1 - rexp (-x))⁻¹)
hs : 0 < sinh (x / 2)
e1 : rexp (x / 2) * rexp (-(x / 2)) = 1
e2 : rexp (-x) = rexp (-(x / 2)) * rexp (-(x / 2))
⊢ (fun n => rexp (-(x * (↑n + 1 / 2)))) = fun i => rexp (-(x / 2)) * rexp (-x) ^ i
Main.lean:12:79: error: unsolved goals
case e'_6
x : ℝ
hx : 0 < x
hr : rexp (-x) < 1
h : HasSum (fun i => rexp (-(x / 2)) * rexp (-x) ^ i) (rexp (-(x / 2)) * (1 - rexp (-x))⁻¹)
⊢ 1 / (2 * sinh (x / 2)) = rexp (-(x / 2)) * (1 - rexp (-x))⁻¹
```

What went wrong. The first error is a name Lean does not know, `Real.exp_lt_one`; the repair uses the reverse direction of the equivalence `Real.exp_lt_one_iff`.

The other three errors come from `convert h using 1`. It left an equality of additive structures on the reals ahead of the two expected goals, so each bullet met the wrong one. `funext` was given the equality of structures, the rewrite for the sum's value was given the equality of terms, and the value itself was left unproved. The repair states the last two equalities as `hf` and `hv`, rewrites with them, and closes with `exact h`, where Lean accepts the two structures as the same by definition.

The change inside `div_eq_div_iff` answers no message, since that rewrite was never reached. It is still needed: the side condition is that `1 - exp (-x)` is nonzero, and `linarith` does not prove `≠`. The new term gets it from `hr`, which makes the difference positive.

After these edits no error is left:

```diff
@@ -11,12 +11,14 @@
 theorem hasSum_oscillator {x : ℝ} (hx : 0 < x) :
     HasSum (fun n : ℕ => exp (-(x * (n + 1 / 2)))) (1 / (2 * sinh (x / 2))) := by
-  have hr : exp (-x) < 1 := Real.exp_lt_one (by linarith)
+  have hr : exp (-x) < 1 := Real.exp_lt_one_iff.2 (by linarith)
   have h := (hasSum_geometric_of_lt_one (exp_pos (-x)).le hr).mul_left (exp (-(x / 2)))
-  convert h using 1
-  · funext n
+  have hf : (fun n : ℕ => exp (-(x * (n + 1 / 2)))) =
+      fun n : ℕ => exp (-(x / 2)) * exp (-x) ^ n := by
+    funext n
     rw [← Real.exp_nat_mul, ← Real.exp_add]
     congr 1
     ring
-  · have hs : 0 < sinh (x / 2) := Real.sinh_pos_iff.2 (by linarith)
+  have hv : 1 / (2 * sinh (x / 2)) = exp (-(x / 2)) * (1 - exp (-x))⁻¹ := by
+    have hs : 0 < sinh (x / 2) := Real.sinh_pos_iff.2 (by linarith)
     have e1 : exp (x / 2) * exp (-(x / 2)) = 1 := by
       rw [← Real.exp_add, add_neg_cancel, Real.exp_zero]
@@ -25,6 +27,8 @@
       congr 1
       ring
-    rw [← div_eq_mul_inv, div_eq_div_iff (by positivity) (by linarith), Real.sinh_eq, e2]
+    rw [← div_eq_mul_inv, div_eq_div_iff (by positivity) (sub_pos.2 hr).ne', Real.sinh_eq, e2]
     linear_combination -e1
+  rw [hf, hv]
+  exact h
 
 end
```
